# Every Cnv-invariant polynomial in the plane is a unique polynomial in uv and uⁿ + vⁿ

To fit a polynomial potential to the two coordinates x, y of a doubly degenerate vibration in a C3v molecule, one first lists the terms that symmetry allows. With polar coordinates ρ, φ, and the x axis in a mirror plane, the list through sixth order is, apart from the constant,

ρ², ρ³ cos 3φ, ρ⁴, ρ⁵ cos 3φ, ρ⁶, (ρ³ cos 3φ)².

The result below shows that such a list is complete and free of redundant terms, for polynomial potentials in a single pair of coordinates that transforms like x and y.

## Two invariants from a selection rule

Put u = x + iy and v = x − iy. Let n ≥ 1 and let w be a primitive n-th root of unity, which means that wᵐ = 1 exactly when n divides m. For w = e^(2πi/n), the substitution u → wu, v → w⁻¹v is the rotation by 2π/n. The mirror y → −y exchanges u and v. The claim is that a complex polynomial f is unchanged by both operations if and only if

f(u, v) = g(uv, uⁿ + vⁿ)

for exactly one complex polynomial g.

Suppose first that f is invariant, and write f = Σ c_pq u^p v^q. The rotation turns this into

f(wu, w⁻¹v) = Σ c_pq w^(p−q) u^p v^q.

Comparing coefficients gives c_pq (w^(p−q) − 1) = 0, so only terms with n dividing p − q survive. Mirror symmetry then allows f to be written as

f = ½ Σ c_pq (u^p v^q + v^p u^q).

Let r be the smaller of p and q, and let |p − q| = nk. Each bracket factorises:

u^p v^q + v^p u^q = (uv)^r (u^(nk) + v^(nk)).

With a = uⁿ and b = vⁿ, the last factor is the power sum aᵏ + bᵏ. It equals 2 for k = 0 and uⁿ + vⁿ for k = 1, and the higher ones follow from

a^(k+2) + b^(k+2) = (a + b)(a^(k+1) + b^(k+1)) − ab(aᵏ + bᵏ).

Since ab = (uv)ⁿ, every bracket is a polynomial in uv and uⁿ + vⁿ, and so is f.

For uniqueness, we show that uv = s and uⁿ + vⁿ = t can be solved for any complex s and t. If s = 0, take v = 0 and uⁿ = t. If s ≠ 0, choose δ with δ² = t² − 4sⁿ and set z = (t + δ)/2. Then

z(t − z) = (t² − δ²)/4 = sⁿ ≠ 0,

so z ≠ 0. Choose u with uⁿ = z and put v = s/u; then vⁿ = sⁿ/z = t − z, as required. If g and h give the same f, they therefore agree at every point (s, t), and complex polynomials that agree everywhere are equal.

Conversely, (wu)(w⁻¹v) = uv and (wu)ⁿ + (w⁻¹v)ⁿ = uⁿ + vⁿ, while the exchange of u and v changes neither expression. Every g(uv, uⁿ + vⁿ) is therefore invariant.

Finally, u = ρe^(iφ) and v = ρe^(−iφ) give

uv = ρ², uⁿ + vⁿ = 2ρⁿ cos nφ.

The same selection rule handles the group Cn, which has no mirrors; the code proves the rule itself but not the consequence drawn here. Each allowed monomial is a power of uv times a power of uⁿ or of vⁿ, so uv, uⁿ and vⁿ generate the invariants. The polynomial g is then no longer unique, because uⁿvⁿ = (uv)ⁿ.

Primitivity of w matters. Take n = 2 and w = 1, which satisfies w² = 1 but is not primitive. The polynomial u + v is unchanged by both operations, yet a polynomial in uv and u² + v² contains only terms of even degree.

## Coordinates and symmetry operations in Lean

```lean
import Mathlib

open MvPolynomial

namespace CnvInvariantPolynomials

noncomputable section
```

The type `Poly` contains polynomials in two formal variables. For f these are u (`X 0`) and v (`X 1`); for g, which has the same type, they are the places where the two invariants are inserted.

```lean
/-- Polynomials in the two complex coordinates `u = x + iy` (variable 0) and
`v = x - iy` (variable 1) of the plane. -/
abbrev Poly := MvPolynomial (Fin 2) ℂ
```

Both operations are substitutions, written with `aeval`. They act on all complex polynomials, so f need not be real on the real plane. If an invariant f is real there, its g has real coefficients, although the code does not state this: uv and uⁿ + vⁿ are real on the real plane, so replacing the coefficients of g by their complex conjugates gives the same f, and g is unique.

```lean
/-- The substitution `u → w u`, `v → w⁻¹ v` on polynomials; for `|w| = 1` it is a rotation of the
plane. -/
def rot (w : ℂ) : Poly →ₐ[ℂ] Poly := aeval ![C w * X 0, C w⁻¹ * X 1]

/-- The mirror reflection `y → -y`, which exchanges `u` and `v`. -/
def mirror : Poly →ₐ[ℂ] Poly := aeval ![X 1, X 0]
```

Invariance is required for one rotation and one mirror. When w is a primitive n-th root of unity, as the theorems assume, these generate Cnv, so no separate group object is needed.

```lean
/-- A polynomial is invariant when the substitution `rot w` and the mirror both leave it unchanged.
-/
def IsCnvInvariant (w : ℂ) (f : Poly) : Prop := rot w f = f ∧ mirror f = f

/-- The two basic invariants `u v` and `u ^ n + v ^ n`. -/
def basicInvariants (n : ℕ) : Fin 2 → Poly := ![X 0 * X 1, X 0 ^ n + X 1 ^ n]
```

## The phase of each monomial

The first lemma writes a monomial as a coefficient times powers of u and v. The exponents p and q of the derivation are now `e 0` and `e 1`, or `d 0` and `d 1`.

```lean
/-- A monomial with exponents `e` is `c u ^ (e 0) v ^ (e 1)`. -/
theorem monomial_two (e : Fin 2 →₀ ℕ) (c : ℂ) :
    (monomial e c : Poly) = C c * (X 0 ^ e 0 * X 1 ^ e 1) := by
  rw [monomial_eq, Finsupp.prod_fintype _ _ (fun i => pow_zero _), Fin.prod_univ_two]
```

The effect of the rotation on coefficients is proved by induction on f: the monomial case is a direct substitution, and the sum case follows by linearity.

```lean
/-- The substitution `rot w` multiplies the coefficient of `u ^ a v ^ b` by the factor `w ^ a (w⁻¹)
^ b`. -/
theorem coeff_rot (w : ℂ) (f : Poly) (d : Fin 2 →₀ ℕ) :
    coeff d (rot w f) = w ^ d 0 * w⁻¹ ^ d 1 * coeff d f := by
  induction f using MvPolynomial.induction_on'
  · rename_i e c
    have h : rot w (monomial e c) = monomial e (w ^ e 0 * w⁻¹ ^ e 1 * c) := by
      rw [monomial_two, monomial_two]
      simp only [rot, map_mul, map_pow, aeval_C, aeval_X, algebraMap_eq,
        Matrix.cons_val_zero, Matrix.cons_val_one, mul_pow]
      ring
    rw [h, coeff_monomial, coeff_monomial]
    split_ifs with hed
    · rw [hed]
    · rw [mul_zero]
  · rename_i p q hp hq
    rw [map_add, coeff_add, coeff_add, hp, hq]
    ring
```

The selection rule holds in both directions. The auxiliary statement `key` combines the two phases into one integer power of w. For a nonzero coefficient, `mul_right_cancel₀` cancels it from the comparison, and primitivity converts w^(p−q) = 1 into divisibility.

```lean
/-- Selection rule: a polynomial is invariant under the `n`-fold rotation exactly when every
monomial `u ^ a v ^ b` occurring in it has `a - b` divisible by `n`. -/
theorem rot_invariant_iff {n : ℕ} (hn : 0 < n) {w : ℂ} (hw : IsPrimitiveRoot w n) (f : Poly) :
    rot w f = f ↔ ∀ d, coeff d f ≠ 0 → (n : ℤ) ∣ (d 0 : ℤ) - (d 1 : ℤ) := by
  have hw0 : w ≠ 0 := hw.ne_zero hn.ne'
  have key : ∀ d : Fin 2 →₀ ℕ, w ^ d 0 * w⁻¹ ^ d 1 = w ^ ((d 0 : ℤ) - (d 1 : ℤ)) := by
    intro d
    rw [zpow_sub₀ hw0, zpow_natCast, zpow_natCast, inv_pow, div_eq_mul_inv]
  constructor
  · intro h d hd
    rw [← hw.zpow_eq_one_iff_dvd, ← key]
    have h1 := coeff_rot w f d
    rw [h] at h1
    exact mul_right_cancel₀ hd (by rw [one_mul]; exact h1.symm)
  · intro h
    apply MvPolynomial.ext
    intro d
    rw [coeff_rot]
    by_cases hd : coeff d f = 0
    · rw [hd, mul_zero]
    · rw [key, (hw.zpow_eq_one_iff_dvd _).2 (h d hd), one_mul]
```

## Building the symmetrised monomials

A `Subalgebra` is here a set of polynomials that contains all constants and is closed under sums and products. Membership in it expresses "can be built from" without displaying g. The recursion for power sums appears here with general polynomials `a` and `b`.

```lean
/-- An algebra of polynomials containing `a + b` and `a b` contains all power sums
`a ^ k + b ^ k`. -/
theorem powerSum_mem (A : Subalgebra ℂ Poly) (a b : Poly) (hs : a + b ∈ A) (hp : a * b ∈ A) :
    ∀ k : ℕ, a ^ k + b ^ k ∈ A
  | 0 => by
    rw [pow_zero, pow_zero]
    exact A.add_mem A.one_mem A.one_mem
  | 1 => by
    rw [pow_one, pow_one]
    exact hs
  | k + 2 => by
    have h : a ^ (k + 2) + b ^ (k + 2)
        = (a + b) * (a ^ (k + 1) + b ^ (k + 1)) - a * b * (a ^ k + b ^ k) := by ring
    rw [h]
    exact A.sub_mem (A.mul_mem hs (powerSum_mem A a b hs hp (k + 1)))
      (A.mul_mem hp (powerSum_mem A a b hs hp k))
```

In the next lemma, `key` uses the factorisation to place the bracket with smaller exponent `r` and difference `n * k` in `A`. The case split on `le_total p q` decides which exponent is the smaller.

```lean
/-- If `n` divides `p - q`, the mirror-symmetric combination `u ^ p v ^ q + v ^ p u ^ q` lies in
every algebra containing `u v` and `u ^ n + v ^ n`. -/
theorem symmetrized_mem (A : Subalgebra ℂ Poly) {n p q : ℕ} (h1 : X 0 * X 1 ∈ A)
    (h2 : X 0 ^ n + X 1 ^ n ∈ A) (hd : (n : ℤ) ∣ (p : ℤ) - (q : ℤ)) :
    (X 0 ^ p * X 1 ^ q + X 1 ^ p * X 0 ^ q : Poly) ∈ A := by
  have h3 : (X 0 ^ n * X 1 ^ n : Poly) ∈ A := by
    rw [← mul_pow]
    exact A.pow_mem h1 n
  -- factor out the common power of `u v`; a power sum remains
  have key : ∀ r k : ℕ,
      (X 0 ^ r * X 1 ^ (r + n * k) + X 1 ^ r * X 0 ^ (r + n * k) : Poly) ∈ A := by
    intro r k
    have e : (X 0 ^ r * X 1 ^ (r + n * k) + X 1 ^ r * X 0 ^ (r + n * k) : Poly)
        = (X 0 * X 1) ^ r * ((X 0 ^ n) ^ k + (X 1 ^ n) ^ k) := by ring
    rw [e]
    exact A.mul_mem (A.pow_mem h1 r) (powerSum_mem A _ _ h2 h3 k)
  rcases le_total p q with h | h
  · have h4 : (n : ℤ) ∣ ((q - p : ℕ) : ℤ) := by
      rw [Nat.cast_sub h]
      exact (dvd_sub_comm).1 hd
    obtain ⟨k, hk⟩ := Int.natCast_dvd_natCast.1 h4
    obtain rfl : q = p + n * k := by omega
    exact key p k
  · have h4 : (n : ℤ) ∣ ((p - q : ℕ) : ℤ) := by
      rw [Nat.cast_sub h]
      exact hd
    obtain ⟨k, hk⟩ := Int.natCast_dvd_natCast.1 h4
    obtain rfl : p = q + n * k := by omega
    have e : (X 0 ^ (q + n * k) * X 1 ^ q + X 1 ^ (q + n * k) * X 0 ^ q : Poly)
        = X 0 ^ q * X 1 ^ (q + n * k) + X 1 ^ q * X 0 ^ (q + n * k) := by ring
    rw [e]
    exact key q k
```

## Reaching every pair of values

Independence is tested by evaluation, so we need to know that evaluating g(uv, uⁿ + vⁿ) at a point amounts to evaluating g at the values of the two invariants.

```lean
/-- Evaluating a composite polynomial at a point means evaluating the inner polynomials first. -/
theorem eval_comp (x : Fin 2 → ℂ) (G : Fin 2 → Poly) (g : Poly) :
    eval x (aeval G g) = eval (fun i => eval x (G i)) g := by
  induction g using MvPolynomial.induction_on
  · simp [algebraMap_eq]
  · rename_i p q hp hq
    simp only [map_add, hp, hq]
  · rename_i p i hp
    simp only [map_mul, hp, aeval_X, eval_X]
```

The solution for given s and t follows the derivation: `IsAlgClosed.exists_pow_nat_eq` supplies the square root δ and the n-th root u.

```lean
/-- The two basic invariants take every pair of complex values `(s, t)`. -/
theorem basicInvariants_attain {n : ℕ} (hn : 0 < n) (s t : ℂ) :
    ∃ u v : ℂ, u * v = s ∧ u ^ n + v ^ n = t := by
  by_cases hs : s = 0
  · obtain ⟨u, hu⟩ := IsAlgClosed.exists_pow_nat_eq t hn
    exact ⟨u, 0, by rw [hs, mul_zero], by rw [hu, zero_pow hn.ne', add_zero]⟩
  · -- `u ^ n` solves the quadratic equation `z ^ 2 - t z + s ^ n = 0`
    obtain ⟨δ, hδ⟩ := IsAlgClosed.exists_pow_nat_eq (t ^ 2 - 4 * s ^ n) two_pos
    obtain ⟨u, hu⟩ := IsAlgClosed.exists_pow_nat_eq ((t + δ) / 2) hn
    have hq : u ^ n * (t - u ^ n) = s ^ n := by
      rw [hu]
      linear_combination (-1 / 4) * hδ
    have hu0 : u ≠ 0 := by
      intro h
      rw [h, zero_pow hn.ne', zero_mul] at hq
      exact pow_ne_zero n hs hq.symm
    refine ⟨u, s / u, by field_simp, ?_⟩
    rw [div_pow, ← hq, mul_div_cancel_left₀ _ (pow_ne_zero n hu0)]
    ring
```

Injectivity of the substitution is the uniqueness of g. `MvPolynomial.funext` reduces equality of polynomials to equality of their values at every point.

```lean
/-- The basic invariants are independent: different polynomials `g` give different
`g (u v, u ^ n + v ^ n)`. -/
theorem basicInvariants_independent {n : ℕ} (hn : 0 < n) :
    Function.Injective (aeval (basicInvariants n) : Poly →ₐ[ℂ] Poly) := by
  intro g h hgh
  apply MvPolynomial.funext
  intro x
  obtain ⟨u, v, h1, h2⟩ := basicInvariants_attain hn (x 0) (x 1)
  have e := congrArg (eval ![u, v]) hgh
  rw [eval_comp, eval_comp] at e
  have hx : (fun i => eval ![u, v] (basicInvariants n i)) = x := by
    refine _root_.funext (Fin.forall_fin_two.2 ⟨?_, ?_⟩)
    · simp only [basicInvariants, Matrix.cons_val_zero, Matrix.cons_val_one, map_mul, eval_X]
      exact h1
    · simp only [basicInvariants, Matrix.cons_val_zero, Matrix.cons_val_one, map_add, map_pow,
        eval_X]
      exact h2
  rwa [hx] at e
```

## The equivalence and its polar form

In the main theorem, `∃!` means "there is exactly one". For the forward direction, `A` is the set of all polynomials g(uv, uⁿ + vⁿ). The proof places f + mirror f in `A` term by term, uses mirror invariance to replace this sum by 2f, and halves it. For the converse, `algHom_ext` reduces the invariance of every such polynomial to a check on the two generators.

```lean
/-- A polynomial is invariant under the `n`-fold rotation and the mirror if and only if it is
`g (u v, u ^ n + v ^ n)` for exactly one polynomial `g`. -/
theorem cnvInvariant_iff {n : ℕ} (hn : 0 < n) {w : ℂ} (hw : IsPrimitiveRoot w n) (f : Poly) :
    IsCnvInvariant w f ↔ ∃! g : Poly, aeval (basicInvariants n) g = f := by
  constructor
  · rintro ⟨hr, hm⟩
    let A : Subalgebra ℂ Poly := (aeval (basicInvariants n) : Poly →ₐ[ℂ] Poly).range
    have h1 : X 0 * X 1 ∈ A := ⟨X 0, by simp [basicInvariants]⟩
    have h2 : X 0 ^ n + X 1 ^ n ∈ A := ⟨X 1, by simp [basicInvariants]⟩
    -- symmetrise `f` monomial by monomial
    have hsum : f + mirror f = ∑ d ∈ f.support,
        (monomial d (coeff d f) + mirror (monomial d (coeff d f))) := by
      have e := congrArg mirror (support_sum_monomial_coeff f)
      rw [map_sum] at e
      rw [Finset.sum_add_distrib, e, support_sum_monomial_coeff]
    have hmem : f + mirror f ∈ A := by
      rw [hsum]
      refine A.sum_mem fun d hd => ?_
      have e : monomial d (coeff d f) + mirror (monomial d (coeff d f))
          = C (coeff d f) * (X 0 ^ d 0 * X 1 ^ d 1 + X 1 ^ d 0 * X 0 ^ d 1) := by
        rw [monomial_two]
        simp only [mirror, map_mul, map_pow, aeval_C, aeval_X, algebraMap_eq,
          Matrix.cons_val_zero, Matrix.cons_val_one]
        ring
      rw [e]
      exact A.mul_mem (A.algebraMap_mem _) (symmetrized_mem A h1 h2
        ((rot_invariant_iff hn hw f).1 hr d (mem_support_iff.1 hd)))
    have hf : f ∈ A := by
      rw [hm] at hmem
      have e : (1 / 2 : ℂ) • (f + f) = f := by module
      rw [← e]
      exact A.smul_mem hmem _
    obtain ⟨g, hg⟩ := (AlgHom.mem_range _).1 hf
    exact ⟨g, hg, fun g' hg' => basicInvariants_independent hn (Eq.trans hg' hg.symm)⟩
  · rintro ⟨g, hg, -⟩
    have hC : (C w * C w⁻¹ : Poly) = 1 := by
      rw [← C_mul, mul_inv_cancel₀ (hw.ne_zero hn.ne'), C_1]
    have hC1 : (C w ^ n : Poly) = 1 := by rw [← C_pow, hw.pow_eq_one, C_1]
    have hC2 : (C w⁻¹ ^ n : Poly) = 1 := by
      rw [← C_pow, inv_pow, hw.pow_eq_one, inv_one, C_1]
    -- both symmetry operations fix the two generators
    have hr : (rot w).comp (aeval (basicInvariants n)) = aeval (basicInvariants n) := by
      refine MvPolynomial.algHom_ext (Fin.forall_fin_two.2 ⟨?_, ?_⟩)
      · simp only [AlgHom.comp_apply, aeval_X, basicInvariants, rot, map_mul,
          Matrix.cons_val_zero, Matrix.cons_val_one]
        linear_combination (X 0 * X 1 : Poly) * hC
      · simp only [AlgHom.comp_apply, aeval_X, basicInvariants, rot, map_add, map_pow,
          Matrix.cons_val_zero, Matrix.cons_val_one]
        rw [mul_pow, mul_pow, hC1, hC2, one_mul, one_mul]
    have hm : mirror.comp (aeval (basicInvariants n)) = aeval (basicInvariants n) := by
      refine MvPolynomial.algHom_ext (Fin.forall_fin_two.2 ⟨?_, ?_⟩)
      · simp only [AlgHom.comp_apply, aeval_X, basicInvariants, mirror, map_mul,
          Matrix.cons_val_zero, Matrix.cons_val_one]
        exact mul_comm _ _
      · simp only [AlgHom.comp_apply, aeval_X, basicInvariants, mirror, map_add, map_pow,
          Matrix.cons_val_zero, Matrix.cons_val_one]
        exact add_comm _ _
    rw [← hg]
    exact ⟨DFunLike.congr_fun hr g, DFunLike.congr_fun hm g⟩
```

The polar theorem gives the forward direction for potentials on the real plane. Its g takes ρ² and ρⁿ cos nφ as arguments, so the factor 2 from uⁿ + vⁿ is absorbed by rescaling the second variable. The theorem states that this g exists, with no uniqueness claim of its own. It concerns polynomials in x and y alone: potentials that are not polynomial, a dependence on further coordinates, and couplings between several degenerate pairs are not covered.

```lean
/-- In polar coordinates every invariant polynomial potential is a polynomial in `ρ ^ 2` and
`ρ ^ n cos (n φ)`. -/
theorem cnvInvariant_polar {n : ℕ} (hn : 0 < n) {w : ℂ} (hw : IsPrimitiveRoot w n) {f : Poly}
    (hf : IsCnvInvariant w f) :
    ∃ g : Poly, ∀ ρ φ : ℝ,
      eval ![(ρ : ℂ) * Complex.exp (φ * Complex.I), (ρ : ℂ) * Complex.exp (-φ * Complex.I)] f
        = eval ![(ρ : ℂ) ^ 2, (ρ : ℂ) ^ n * Complex.cos (n * φ)] g := by
  obtain ⟨g, hg, -⟩ := (cnvInvariant_iff hn hw f).1 hf
  refine ⟨aeval ![X 0, C 2 * X 1] g, fun ρ φ => ?_⟩
  have h1 : (ρ : ℂ) * Complex.exp (φ * Complex.I) * (ρ * Complex.exp (-φ * Complex.I))
      = (ρ : ℂ) ^ 2 := by
    have e : Complex.exp (φ * Complex.I) * Complex.exp (-φ * Complex.I) = 1 := by
      rw [← Complex.exp_add, ← add_mul, add_neg_cancel, zero_mul, Complex.exp_zero]
    linear_combination (ρ : ℂ) ^ 2 * e
  have h2 : ((ρ : ℂ) * Complex.exp (φ * Complex.I)) ^ n
      + ((ρ : ℂ) * Complex.exp (-φ * Complex.I)) ^ n
      = 2 * ((ρ : ℂ) ^ n * Complex.cos (n * φ)) := by
    rw [Complex.cos, mul_pow, mul_pow, ← Complex.exp_nat_mul, ← Complex.exp_nat_mul,
      show (n : ℂ) * (φ * Complex.I) = n * φ * Complex.I by ring,
      show (n : ℂ) * (-φ * Complex.I) = -(n * φ) * Complex.I by ring]
    ring
  rw [← hg, eval_comp, eval_comp]
  refine congrArg (fun x : Fin 2 → ℂ => eval x g)
    (_root_.funext (Fin.forall_fin_two.2 ⟨?_, ?_⟩))
  · simp only [basicInvariants, Matrix.cons_val_zero, Matrix.cons_val_one, map_mul, eval_X]
    exact h1
  · simp only [basicInvariants, Matrix.cons_val_zero, Matrix.cons_val_one, map_add, map_mul,
      map_pow, eval_X, eval_C]
    exact h2

end

end CnvInvariantPolynomials
```

```lean
#print axioms CnvInvariantPolynomials.cnvInvariant_polar
```

```
'CnvInvariantPolynomials.cnvInvariant_polar' depends on axioms: [propext, Classical.choice, Quot.sound]
```
